# The uniform state minimises the lattice polaron energy when the hopping gap is at least the self-attraction

An extra electron in a deformable crystal can spread over the whole cell or trap itself in a local lattice distortion. Spreading lowers the hopping energy, and localisation gains energy from the relaxation of the lattice. In a small supercell, a departure from uniformity has a large hopping cost relative to the weight it moves out of the uniform state. How large must that cost be to keep the electron spread out?

Take \(n\ge1\) sites with real amplitudes \(\psi_i\), \(\sum_i\psi_i^2=1\), and symmetric hopping weights \(w_{ij}\). The graph Laplacian is \((L\psi)_i=\sum_j w_{ij}(\psi_i-\psi_j)\), and the energy is
\[
E(\psi)=t\langle\psi,L\psi\rangle-\frac g2\sum_i\psi_i^4 ,\qquad t,g\ge0 .
\]
Here \(t\) sets the hopping scale. If every site has the same total weight \(d=\sum_j w_{ij}\), as in a crystal of equivalent sites, the first term is the usual hopping energy \(-t\sum_{ij}w_{ij}\psi_i\psi_j\) plus the constant \(td\). Otherwise it also contains the site-dependent energies \(t\sum_j w_{ij}\). The quartic term is what remains of a classical lattice relaxed around the electron: minimising \(\tfrac K2X_i^2-\alpha X_i\psi_i^2\) over the local distortion \(X_i\), with stiffness \(K\) and coupling \(\alpha\), leaves \(-\tfrac g2\psi_i^4\) with \(g=\alpha^2/K\).

Suppose that \(L\) has a gap of at least \(\lambda\), meaning \(\langle x,Lx\rangle\ge\lambda\sum_i x_i^2\) whenever \(\sum_i x_i=0\). If \(t\lambda\ge g\), the uniform state \(u_i=1/\sqrt n\) has the lowest energy. If \(t\lambda>g\), it is the only minimiser up to sign.

## Hopping cost against localisation gain

Write \(\langle\psi,L\psi\rangle=\sum_{ij}w_{ij}(\psi_i^2-\psi_i\psi_j)\), exchange \(i\) and \(j\), and average the two expressions:
\[
\langle\psi,L\psi\rangle=\tfrac12\sum_{ij}w_{ij}(\psi_i-\psi_j)^2 .
\]
A constant shift of \(\psi\) therefore costs nothing. Let \(m=\frac1n\sum_i\psi_i\). The shifted vector \(\psi_i-m\) sums to zero, and its squared norm is
\[
W=\sum_i(\psi_i-m)^2=\sum_i\psi_i^2-\frac1n\Big(\sum_i\psi_i\Big)^2 ,
\]
the weight of \(\psi\) outside the uniform state. The gap gives \(\langle\psi,L\psi\rangle\ge\lambda W\).

To bound the gain, use the identity \(\sum_{ij}(f_i-f_j)^2=2n\sum_i f_i^2-2(\sum_i f_i)^2\), valid for any \(f\). For \(i\ne j\), normalisation gives \((\psi_i+\psi_j)^2\le2(\psi_i^2+\psi_j^2)\le2\), so
\[
(\psi_i^2-\psi_j^2)^2=(\psi_i-\psi_j)^2(\psi_i+\psi_j)^2\le2(\psi_i-\psi_j)^2 .
\]
For \(i=j\) both ends vanish. Summing over all pairs, with \(f=\psi^2\) on the left and \(f=\psi\) on the right, yields \(2(n\sum_i\psi_i^4-1)\le4nW\), or \(\sum_i\psi_i^4-\frac1n\le2W\). Hence
\[
E(\psi)\ge t\lambda W-\frac g2\Big(\frac1n+2W\Big)=-\frac g{2n}+(t\lambda-g)W .
\]
The uniform state has no hopping energy and \(\sum_i u_i^4=1/n\), so \(E(u)=-g/(2n)\). Since \(W\ge0\), it is a minimiser when \(t\lambda\ge g\). If \(t\lambda>g\), equal energy forces \(W=0\). All amplitudes then equal \(m\), and \(nm^2=1\) gives \(\psi=\pm u\).

## Two sites show that the constant is optimal

For one bond of unit weight, \(\langle x,Lx\rangle=(x_0-x_1)^2\). On \(x_1=-x_0\) this is \(4x_0^2=2\sum_i x_i^2\), so the gap is 2 and the condition reads \(g\le2t\).

If \(g>2t\), put \(s=2t/g<1\), \(p=\sqrt{1+s}\), \(q=\sqrt{1-s}\), and try \(\psi=\big(\tfrac{p+q}2,\tfrac{p-q}2\big)\). This is a unit vector with \(2\psi_0\psi_1=s\), so
\[
E(\psi)-E(u)=t(1-s)-\frac g2\Big(1-\frac{s^2}2\Big)+\frac g4=-\frac g4(1-s)^2<0 .
\]
The uniform state has lost. For larger cells, \(t\lambda\ge g\) is a sufficient condition.

## The same material in a small and a large ring

In this one-electron model with a classical lattice, the bound describes a finite-size effect of polaron supercells: a small cell can hide self-trapping. Take a ring with unit bonds, whose gap is \(2-2\cos(2\pi/n)\) for \(n\ge3\), and let \(g=0.9\,t\). With six sites \(\lambda=1\), and an energy minimisation has only the uniform state, up to sign, as its global minimum. With 24 sites \(\lambda\approx0.068\). Mixing in the longest cosine wave, taken as a unit vector, with a small coefficient \(\varepsilon\) while keeping the total state normalised changes the energy by \(\varepsilon^2(t\lambda-2g/n)\) to leading order, which is negative because \(2g/n=0.075\,t\). With unchanged parameters, the lowest state of the larger cell is no longer uniform. These ring estimates supplement the Lean development below, which treats general cells and the dimer.

## Amplitudes, energy and gap in Lean

```lean
import Mathlib

open Matrix

namespace PolaronHoppingGap

noncomputable section
```

The sites form a finite type `ι`, with \(n\) written `Fintype.card ι`. A state is a function `ι → ℝ`, and normalisation is a separate hypothesis where needed.

```lean
/-- The uniform state, with amplitude `1/√n` on each of the `n` sites of a nonempty cell. -/
def uniform (ι : Type*) [Fintype ι] : ι → ℝ := fun _ => 1 / √(Fintype.card ι : ℝ)

variable {ι : Type*} [Fintype ι]

/-- The weight of `ψ` outside the uniform state, `∑ ψᵢ² - (∑ ψᵢ)²/n`, for a nonempty cell. -/
def weight (ψ : ι → ℝ) : ℝ := ∑ i, ψ i ^ 2 - (∑ i, ψ i) ^ 2 / (Fintype.card ι : ℝ)
```

The next lemma identifies `weight` with the squared deviation from the mean. The proof names the mean `m`, expands the square and collects the sums.

```lean
/-- In a nonempty cell, the weight outside the uniform state is the sum of the squared
deviations of the amplitudes from their mean. -/
theorem weight_eq [Nonempty ι] (ψ : ι → ℝ) :
    weight ψ = ∑ i, (ψ i - (∑ k, ψ k) / (Fintype.card ι : ℝ)) ^ 2 := by
  have hn : (Fintype.card ι : ℝ) ≠ 0 := by exact_mod_cast Fintype.card_ne_zero
  obtain ⟨m, hm⟩ : ∃ m, m = (∑ k, ψ k) / (Fintype.card ι : ℝ) := ⟨_, rfl⟩
  have hS : ∑ k, ψ k = (Fintype.card ι : ℝ) * m := by rw [hm]; field_simp
  have hq : (∑ k, ψ k) ^ 2 / (Fintype.card ι : ℝ) = (Fintype.card ι : ℝ) * m ^ 2 := by
    rw [hS]; field_simp
  have hx : ∑ i, (ψ i - m) ^ 2
      = ∑ i, ψ i ^ 2 - 2 * (∑ i, ψ i) * m + (Fintype.card ι : ℝ) * m ^ 2 := by
    simp only [sub_sq, Finset.sum_add_distrib, Finset.sum_sub_distrib, ← Finset.sum_mul,
      ← Finset.mul_sum, Finset.sum_const, Finset.card_univ, nsmul_eq_mul]
  rw [← hm, hx, weight, hq, hS]
  ring
```

The matrix `w` holds the hopping weights. Its diagonal entries cancel in the Laplacian.

```lean
variable [DecidableEq ι]

/-- The graph Laplacian of the hopping weights `w`: total weight at each site on the
diagonal, minus `w`. -/
def laplacian (w : Matrix ι ι ℝ) : Matrix ι ι ℝ := diagonal (fun i => ∑ j, w i j) - w

/-- The polaron energy `t⟨ψ, Lψ⟩ - (g/2) ∑ ψᵢ⁴`: hopping plus local self-attraction. -/
def energy (w : Matrix ι ι ℝ) (t g : ℝ) (ψ : ι → ℝ) : ℝ :=
  t * (ψ ⬝ᵥ laplacian w *ᵥ ψ) - g / 2 * ∑ i, ψ i ^ 4
```

`HasGap w lam` states a lower bound, so `lam` need not be the exact gap. It is assumed of the cell, and individual weights may be negative as long as it holds.

```lean
/-- The Laplacian has a gap of at least `lam`: `⟨x, Lx⟩ ≥ lam ‖x‖²` whenever `∑ xᵢ = 0`. -/
def HasGap (w : Matrix ι ι ℝ) (lam : ℝ) : Prop :=
  ∀ x : ι → ℝ, ∑ i, x i = 0 → lam * ∑ i, x i ^ 2 ≤ x ⬝ᵥ laplacian w *ᵥ x
```

## The two inequalities

In `laplacian_form`, `h1` expands the quadratic form, `h2` exchanges the ends of each bond using symmetry, and `h3` splits the squared differences into these two sums.

```lean
/-- For symmetric hopping weights, `⟨ψ, Lψ⟩` is half the weighted sum of the squared
amplitude differences over all ordered pairs of sites. -/
theorem laplacian_form {w : Matrix ι ι ℝ} (hw : w.IsSymm) (ψ : ι → ℝ) :
    ψ ⬝ᵥ laplacian w *ᵥ ψ = 1 / 2 * ∑ i, ∑ j, w i j * (ψ i - ψ j) ^ 2 := by
  have h1 : ψ ⬝ᵥ laplacian w *ᵥ ψ = ∑ i, ∑ j, w i j * (ψ i ^ 2 - ψ i * ψ j) := by
    unfold laplacian
    rw [Matrix.sub_mulVec]
    simp only [dotProduct, Pi.sub_apply, Matrix.mulVec_diagonal]
    refine Finset.sum_congr rfl fun i _ => ?_
    have h : (w *ᵥ ψ) i = ∑ j, w i j * ψ j := rfl
    simp only [Matrix.mulVec, dotProduct] at h ⊢
    rw [Finset.sum_mul, ← Finset.sum_sub_distrib, Finset.mul_sum]
    exact Finset.sum_congr rfl fun j _ => by ring
  -- exchange the two ends of every bond
  have h2 : ∑ i, ∑ j, w i j * (ψ i ^ 2 - ψ i * ψ j)
      = ∑ i, ∑ j, w i j * (ψ j ^ 2 - ψ i * ψ j) := by
    rw [Finset.sum_comm]
    refine Finset.sum_congr rfl fun i _ => Finset.sum_congr rfl fun j _ => ?_
    rw [hw.apply i j]
    ring
  have h3 : ∑ i, ∑ j, w i j * (ψ i - ψ j) ^ 2
      = ∑ i, ∑ j, w i j * (ψ i ^ 2 - ψ i * ψ j)
        + ∑ i, ∑ j, w i j * (ψ j ^ 2 - ψ i * ψ j) := by
    rw [← Finset.sum_add_distrib]
    refine Finset.sum_congr rfl fun i _ => ?_
    rw [← Finset.sum_add_distrib]
    exact Finset.sum_congr rfl fun j _ => by ring
  linarith
```

In `localisation_le`, `pair` is the identity for general \(f\), and `term` is the bound for one pair of sites.

The step that brings in normalisation is `Finset.sum_le_univ_sum_of_nonneg`: for a nonnegative function, the sum over any finite subset is at most the sum over the whole type. Applied to the subset `{i, j}`, it says that two sites carry no more than the total norm. `Finset.sum_pair hij` then turns the subset sum into \(\psi_i^2+\psi_j^2\). It requires `i ≠ j`, because `{i, i}` has one element and its sum counts \(\psi_i^2\) once. This is why the proof first splits on `i = j`.

```lean
/-- For a unit state, the excess of `∑ ψᵢ⁴` over its uniform value `1/n` is at most twice
the weight outside the uniform state. -/
theorem localisation_le [Nonempty ι] (ψ : ι → ℝ) (hψ : ∑ i, ψ i ^ 2 = 1) :
    ∑ i, ψ i ^ 4 - 1 / (Fintype.card ι : ℝ) ≤ 2 * weight ψ := by
  have hn : (0 : ℝ) < Fintype.card ι := by exact_mod_cast Fintype.card_pos
  have pair : ∀ f : ι → ℝ, ∑ i, ∑ j, (f i - f j) ^ 2
      = 2 * ((Fintype.card ι : ℝ) * ∑ i, f i ^ 2 - (∑ i, f i) ^ 2) := by
    intro f
    simp only [sub_sq, Finset.sum_add_distrib, Finset.sum_sub_distrib, ← Finset.mul_sum,
      ← Finset.sum_mul, Finset.sum_const, Finset.card_univ, nsmul_eq_mul]
    ring
  -- two distinct sites carry at most the whole norm, so `(ψᵢ + ψⱼ)² ≤ 2`
  have term : ∀ i j, (ψ i ^ 2 - ψ j ^ 2) ^ 2 ≤ 2 * (ψ i - ψ j) ^ 2 := by
    intro i j
    by_cases hij : i = j
    · subst hij
      simp
    · have h : ∑ k ∈ {i, j}, ψ k ^ 2 ≤ ∑ k, ψ k ^ 2 :=
        Finset.sum_le_univ_sum_of_nonneg fun k => sq_nonneg _
      rw [Finset.sum_pair hij, hψ] at h
      have h' : (ψ i + ψ j) ^ 2 ≤ 2 := by nlinarith [sq_nonneg (ψ i - ψ j)]
      nlinarith [mul_nonneg (sq_nonneg (ψ i - ψ j)) (sub_nonneg.2 h')]
  have hs : ∑ i, ∑ j, (ψ i ^ 2 - ψ j ^ 2) ^ 2 ≤ ∑ i, ∑ j, 2 * (ψ i - ψ j) ^ 2 :=
    Finset.sum_le_sum fun i _ => Finset.sum_le_sum fun j _ => term i j
  have e4 : ∑ i, (ψ i ^ 2) ^ 2 = ∑ i, ψ i ^ 4 := Finset.sum_congr rfl fun i _ => by ring
  simp only [← Finset.mul_sum] at hs
  rw [pair (fun i => ψ i ^ 2), pair ψ, e4, hψ] at hs
  have key : (Fintype.card ι : ℝ) * ∑ i, ψ i ^ 4 - 1
      ≤ 2 * ((Fintype.card ι : ℝ) - (∑ i, ψ i) ^ 2) := by linarith
  have e : 2 * (1 - (∑ i, ψ i) ^ 2 / (Fintype.card ι : ℝ))
      - (∑ i, ψ i ^ 4 - 1 / (Fintype.card ι : ℝ))
      = (2 * ((Fintype.card ι : ℝ) - (∑ i, ψ i) ^ 2)
        - ((Fintype.card ι : ℝ) * ∑ i, ψ i ^ 4 - 1)) / (Fintype.card ι : ℝ) := by
    field_simp
  have := div_nonneg (sub_nonneg.2 key) hn.le
  rw [weight, hψ]
  linarith
```

## The uniform state as minimiser

```lean
/-- In a nonempty cell with symmetric hopping weights, the uniform state is normalised and
has energy `-g/(2n)`. -/
theorem energy_uniform [Nonempty ι] {w : Matrix ι ι ℝ} (hw : w.IsSymm) (t g : ℝ) :
    ∑ i, uniform ι i ^ 2 = 1 ∧
      energy w t g (uniform ι) = -(g / (2 * (Fintype.card ι : ℝ))) := by
  have hn : (0 : ℝ) < Fintype.card ι := by exact_mod_cast Fintype.card_pos
  have h2 : (1 / √(Fintype.card ι : ℝ)) ^ 2 = 1 / (Fintype.card ι : ℝ) := by
    rw [div_pow, one_pow, Real.sq_sqrt hn.le]
  have h4 : (1 / √(Fintype.card ι : ℝ)) ^ 4 = (1 / (Fintype.card ι : ℝ)) ^ 2 := by
    rw [← h2]; ring
  constructor
  · simp only [uniform, h2, Finset.sum_const, Finset.card_univ, nsmul_eq_mul]
    field_simp
  · rw [energy, laplacian_form hw]
    simp only [uniform, h4, sub_self, Finset.sum_const, Finset.card_univ, nsmul_eq_mul,
      ne_eq, OfNat.ofNat_ne_zero, not_false_eq_true, zero_pow, mul_zero, zero_sub]
    field_simp
```

For the lower bound, `h0` shows that the shifted state sums to zero, so the gap applies to it. Rewriting with `laplacian_form` cancels the mean from every difference and returns the hopping energy of `ψ` itself. The final `linarith` adds the hopping and localisation bounds.

```lean
/-- For symmetric hopping weights with a gap of at least `lam` and `t, g ≥ 0`, the energy of a unit
state is at least `-g/(2n)` plus `t lam - g` times its weight outside the uniform state. -/
theorem energy_lower [Nonempty ι] {w : Matrix ι ι ℝ} (hw : w.IsSymm) {t g lam : ℝ}
    (ht : 0 ≤ t) (hg : 0 ≤ g) (hgap : HasGap w lam) (ψ : ι → ℝ) (hψ : ∑ i, ψ i ^ 2 = 1) :
    -(g / (2 * (Fintype.card ι : ℝ))) + (t * lam - g) * weight ψ ≤ energy w t g ψ := by
  have hn : (Fintype.card ι : ℝ) ≠ 0 := by exact_mod_cast Fintype.card_ne_zero
  -- the gap applies to `ψ` minus its mean, which has the same hopping energy
  have h0 : ∑ i, (ψ i - (∑ k, ψ k) / (Fintype.card ι : ℝ)) = 0 := by
    rw [Finset.sum_sub_distrib, Finset.sum_const, Finset.card_univ, nsmul_eq_mul, sub_eq_zero]
    field_simp
  have h := hgap _ h0
  rw [← weight_eq, laplacian_form hw] at h
  simp only [sub_sub_sub_cancel_right] at h
  rw [← laplacian_form hw] at h
  have h1 := mul_le_mul_of_nonneg_left h ht
  have hg2 : 0 ≤ g / 2 := by linarith
  have h2 := mul_le_mul_of_nonneg_left (localisation_le ψ hψ) hg2
  have e : g / (2 * (Fintype.card ι : ℝ)) = g / 2 * (1 / (Fintype.card ι : ℝ)) := by
    field_simp
  rw [energy, e]
  linarith
```

Minimality needs only \(W\ge0\) in addition. The statement compares the uniform state with every real unit state; complex amplitudes and quantum lattice motion lie beyond the model.

```lean
/-- For symmetric hopping weights with a gap of at least `lam`, `t, g ≥ 0` and `t lam ≥ g`, the
uniform state has the lowest energy of all real unit states. -/
theorem uniform_minimises [Nonempty ι] {w : Matrix ι ι ℝ} (hw : w.IsSymm) {t g lam : ℝ}
    (ht : 0 ≤ t) (hg : 0 ≤ g) (hgap : HasGap w lam) (h : g ≤ t * lam)
    (ψ : ι → ℝ) (hψ : ∑ i, ψ i ^ 2 = 1) :
    energy w t g (uniform ι) ≤ energy w t g ψ := by
  have hW : 0 ≤ weight ψ := by
    rw [weight_eq]
    exact Finset.sum_nonneg fun i _ => sq_nonneg _
  have h1 := energy_lower hw ht hg hgap ψ hψ
  have h2 := mul_nonneg (sub_nonneg.2 h) hW
  rw [(energy_uniform hw t g).2]
  linarith
```

For uniqueness, a positive weight would contradict the strict inequality. A sum of squares that is at most zero has every term zero, which gives `hc`, and normalisation fixes `m` up to sign.

```lean
/-- For symmetric hopping weights with a gap of at least `lam`, `t, g ≥ 0` and `t lam > g`, a real
unit state with the energy of the uniform state is the uniform state up to sign. -/
theorem minimiser_unique [Nonempty ι] {w : Matrix ι ι ℝ} (hw : w.IsSymm) {t g lam : ℝ}
    (ht : 0 ≤ t) (hg : 0 ≤ g) (hgap : HasGap w lam) (h : g < t * lam)
    (ψ : ι → ℝ) (hψ : ∑ i, ψ i ^ 2 = 1)
    (hE : energy w t g ψ = energy w t g (uniform ι)) :
    ψ = uniform ι ∨ ψ = -uniform ι := by
  have hn : (Fintype.card ι : ℝ) ≠ 0 := by exact_mod_cast Fintype.card_ne_zero
  have h1 := energy_lower hw ht hg hgap ψ hψ
  rw [hE, (energy_uniform hw t g).2] at h1
  have hW : weight ψ ≤ 0 := by
    by_contra hc
    linarith [mul_pos (sub_pos.2 h) (not_le.1 hc)]
  rw [weight_eq] at hW
  -- no weight outside the uniform state: all amplitudes equal their mean
  obtain ⟨m, hm⟩ : ∃ m, m = (∑ k, ψ k) / (Fintype.card ι : ℝ) := ⟨_, rfl⟩
  rw [← hm] at hW
  have hc : ∀ i, ψ i = m := by
    intro i
    have hi := Finset.single_le_sum (f := fun i => (ψ i - m) ^ 2)
      (fun j _ => sq_nonneg _) (Finset.mem_univ i)
    have hz : (ψ i - m) ^ 2 = 0 := le_antisymm (hi.trans hW) (sq_nonneg _)
    exact sub_eq_zero.1 (pow_eq_zero_iff two_ne_zero |>.1 hz)
  have hu := (energy_uniform hw t g).1
  simp only [hc, uniform, Finset.sum_const, Finset.card_univ, nsmul_eq_mul] at hψ hu
  have hsq : m ^ 2 = (1 / √(Fintype.card ι : ℝ)) ^ 2 :=
    mul_left_cancel₀ hn (hψ.trans hu.symm)
  rcases eq_or_eq_neg_of_sq_eq_sq _ _ hsq with h' | h'
  · exact Or.inl (funext fun i => (hc i).trans h')
  · exact Or.inr (funext fun i => (hc i).trans h')
```

## The dimer threshold

```lean
/-- The hopping weights of two sites joined by one bond of unit weight. -/
def dimer : Matrix (Fin 2) (Fin 2) ℝ := !![0, 1; 1, 0]

/-- On the dimer, `⟨x, Lx⟩` is the squared difference of the two amplitudes. -/
theorem dimer_form (x : Fin 2 → ℝ) : x ⬝ᵥ laplacian dimer *ᵥ x = (x 0 - x 1) ^ 2 := by
  simp [laplacian, dimer, dotProduct, Matrix.mulVec, Fin.sum_univ_two, Matrix.diagonal]
  ring
```

The test vector `![1, -1]` shows that no `lam` above 2 is a valid gap.

```lean
/-- The dimer has a gap of at least `lam` exactly when `lam ≤ 2`. -/
theorem dimer_gap (lam : ℝ) : HasGap dimer lam ↔ lam ≤ 2 := by
  constructor
  · intro h
    have h1 := h ![1, -1] (by simp [Fin.sum_univ_two])
    rw [dimer_form] at h1
    norm_num [Fin.sum_univ_two] at h1
    linarith
  · intro h x hx
    rw [Fin.sum_univ_two] at hx
    have h1 : x 1 = -x 0 := by linarith
    rw [dimer_form, Fin.sum_univ_two, h1]
    nlinarith [mul_le_mul_of_nonneg_right h (sq_nonneg (x 0))]
```

One direction of the threshold is `uniform_minimises` with `lam` equal to 2. The other inserts the trial state above, with `p` and `q` entering through their squares. The closing `nlinarith` receives the positivity of \(g(1-s)^2\), which contradicts the assumed minimality.

```lean
/-- On the dimer with `t ≥ 0` and `g > 0`, the uniform state has the lowest energy of all
real unit states exactly when `g ≤ 2t`. -/
theorem dimer_threshold {t g : ℝ} (ht : 0 ≤ t) (hg : 0 < g) :
    (∀ ψ : Fin 2 → ℝ, ∑ i, ψ i ^ 2 = 1 →
      energy dimer t g (uniform (Fin 2)) ≤ energy dimer t g ψ) ↔ g ≤ t * 2 := by
  have hw : dimer.IsSymm :=
    Matrix.IsSymm.ext fun i j => by fin_cases i <;> fin_cases j <;> simp [dimer]
  refine ⟨fun h => ?_, fun h => uniform_minimises hw ht hg.le ((dimer_gap 2).2 le_rfl) h⟩
  by_contra hc
  obtain ⟨s, hs⟩ : ∃ s, t = g * s / 2 := ⟨2 * t / g, by field_simp⟩
  have hs0 : 0 ≤ s := by
    by_contra hh
    linarith [mul_neg_of_pos_of_neg hg (not_le.1 hh)]
  have hs1 : s < 1 := by
    by_contra hh
    exact hc (by linarith [mul_le_mul_of_nonneg_left (not_lt.1 hh) hg.le])
  -- the self-trapped trial state has `2 ψ₀ ψ₁ = s = 2t/g`
  obtain ⟨p, hp⟩ : ∃ p : ℝ, p ^ 2 = 1 + s := ⟨√(1 + s), Real.sq_sqrt (by linarith)⟩
  obtain ⟨q, hq⟩ : ∃ q : ℝ, q ^ 2 = 1 - s := ⟨√(1 - s), Real.sq_sqrt (by linarith)⟩
  have h1 := h ![(p + q) / 2, (p - q) / 2] (by
    simp only [Fin.sum_univ_two, Matrix.cons_val_zero, Matrix.cons_val_one]
    linear_combination hp / 2 + hq / 2)
  rw [(energy_uniform hw t g).2, energy, dimer_form] at h1
  simp only [Fin.sum_univ_two, Matrix.cons_val_zero, Matrix.cons_val_one,
    Fintype.card_fin, Nat.cast_ofNat] at h1
  have e : t * ((p + q) / 2 - (p - q) / 2) ^ 2
      - g / 2 * (((p + q) / 2) ^ 4 + ((p - q) / 2) ^ 4)
      = t * q ^ 2 - g / 2 * (((p ^ 2) ^ 2 + 6 * p ^ 2 * q ^ 2 + (q ^ 2) ^ 2) / 8) := by ring
  rw [e, hp, hq, hs] at h1
  nlinarith [mul_pos hg (pow_pos (sub_pos.2 hs1) 2)]

end

end PolaronHoppingGap
```

```lean
#print axioms PolaronHoppingGap.uniform_minimises
-- 'PolaronHoppingGap.uniform_minimises' depends on axioms: [propext, Classical.choice, Quot.sound]
#print axioms PolaronHoppingGap.minimiser_unique
-- 'PolaronHoppingGap.minimiser_unique' depends on axioms: [propext, Classical.choice, Quot.sound]
#print axioms PolaronHoppingGap.dimer_threshold
-- 'PolaronHoppingGap.dimer_threshold' depends on axioms: [propext, Classical.choice, Quot.sound]
```
